# Exponentials of the 2×2 su(1,1) generators with complex coefficients

The theorem gives closed forms for the exponentials of a K₊, b K₀ and c K₋, where K₊ = E₁₂, K₋ = −E₂₁ and K₀ = diag(1/2, −1/2) are 2×2 matrices obeying the su(1,1) commutation relations. The results are, in order, upper triangular with unit diagonal and corner entry a, diagonal with entries e^(b/2) and e^(−b/2), and lower triangular with unit diagonal and corner entry −c. The coefficients are arbitrary complex numbers, and the exponentials are not claimed to be unitary. For K₊ and K₋ the proof uses the fact that a matrix with square zero has exponential 1 + N; for K₀ it writes b K₀ as a diagonal matrix and exponentiates the diagonal.

The first attempt, which Lean rejects:

```lean
import Mathlib

open Matrix
open NormedSpace (exp)
open scoped ComplexConjugate

namespace ExpGenerators

noncomputable section

/-- The raising generator `K₊ = E₁₂`. -/
def Kp : Matrix (Fin 2) (Fin 2) ℂ := !![0, 1; 0, 0]

/-- The lowering generator `K₋ = -E₂₁`. -/
def Km : Matrix (Fin 2) (Fin 2) ℂ := !![0, 0; -1, 0]

/-- The weight generator `K₀ = diag(1/2, -1/2)`. -/
def K0 : Matrix (Fin 2) (Fin 2) ℂ := !![1 / 2, 0; 0, -1 / 2]

/-- The exponentials of multiples of `K₊`, `K₀` and `K₋` are an upper triangular,
a diagonal and a lower triangular matrix. -/
theorem exp_generators (a b c : ℂ) :
    exp (a • Kp) = !![1, a; 0, 1] ∧
    exp (b • K0) = !![Complex.exp (b / 2), 0; 0, Complex.exp (-(b / 2))] ∧
    exp (c • Km) = !![1, 0; -c, 1] := by
  -- the exponential series of a matrix with square zero stops after two terms
  have nil : ∀ N : Matrix (Fin 2) (Fin 2) ℂ, N * N = 0 → exp N = 1 + N := by
    intro N hN
    rw [NormedSpace.exp_eq_tsum ℂ]
    beta_reduce
    rw [tsum_eq_sum (s := Finset.range 2)]
    · simp [Finset.sum_range_succ]
    · intro n hn
      obtain ⟨k, rfl⟩ : ∃ k, n = k + 2 :=
        ⟨n - 2, by have := Finset.mem_range.not.mp hn; omega⟩
      rw [pow_add, pow_two, hN, mul_zero, smul_zero]
  refine ⟨?_, ?_, ?_⟩
  · rw [nil]
    · ext i j
      fin_cases i <;> fin_cases j <;> simp [Kp]
    · ext i j
      fin_cases i <;> fin_cases j <;> simp [Kp, Matrix.mul_apply, Fin.sum_univ_succ]
  · have h : b • K0 = Matrix.diagonal ![b / 2, -(b / 2)] := by
      ext i j
      fin_cases i <;> fin_cases j <;> simp [K0] <;> ring
    rw [h, Matrix.exp_diagonal]
    ext i j
    fin_cases i <;> fin_cases j <;> simp [Pi.exp_apply, Complex.exp_eq_exp_ℂ]
  · rw [nil]
    · ext i j
      fin_cases i <;> fin_cases j <;> simp [Km]
    · ext i j
      fin_cases i <;> fin_cases j <;> simp [Km, Matrix.mul_apply, Fin.sum_univ_succ]

end

end ExpGenerators
```

Messages:

```
Main.lean:48:42: error(lean.unknownIdentifier): Unknown identifier `Pi.exp_apply`
Main.lean:48:42: error(lean.unknownIdentifier): Unknown identifier `Pi.exp_apply`
Main.lean:48:42: error(lean.unknownIdentifier): Unknown identifier `Pi.exp_apply`
Main.lean:48:42: error(lean.unknownIdentifier): Unknown identifier `Pi.exp_apply`
```

Fix (accepted with no message):

```diff
@@ -44,7 +44,19 @@
       ext i j
       fin_cases i <;> fin_cases j <;> simp [K0] <;> ring
-    rw [h, Matrix.exp_diagonal]
+    have hs : ∀ z : ℂ, HasSum (fun n : ℕ => ((n.factorial : ℂ)⁻¹) • z ^ n)
+        (Complex.exp z) := by
+      intro z
+      rw [Complex.exp_eq_exp_ℂ, NormedSpace.exp_eq_tsum ℂ]
+      refine Summable.hasSum (Summable.of_norm ?_)
+      refine (Real.summable_pow_div_factorial ‖z‖).congr fun n => ?_
+      simp [div_eq_inv_mul]
+    -- the series of a diagonal matrix is summed entry by entry
+    have hv : exp ![b / 2, -(b / 2)] =
+        fun i => Complex.exp ((![b / 2, -(b / 2)] : Fin 2 → ℂ) i) := by
+      rw [NormedSpace.exp_eq_tsum ℂ]
+      exact (Pi.hasSum.mpr fun i => hs _).tsum_eq
+    rw [h, Matrix.exp_diagonal, hv]
     ext i j
-    fin_cases i <;> fin_cases j <;> simp [Pi.exp_apply, Complex.exp_eq_exp_ℂ]
+    fin_cases i <;> fin_cases j <;> simp
   · rw [nil]
     · ext i j
```

Diagnosis. Lean finds no declaration called `Pi.exp_apply` in this context. The message appears four times because `fin_cases` splits the matrix equality into four entries and the same `simp` call runs on each.

The missing name was meant to supply a real step. `Matrix.exp_diagonal` turns the exponential of a diagonal matrix into the diagonal matrix of `exp ![b / 2, -(b / 2)]`, which is the exponential of a vector. One still has to know that this is taken component by component.

The repair proves that fact from the power series. `hs` shows that the scalar series sums to `Complex.exp z`, and `hv` uses `Pi.hasSum` to sum the vector's series in each component. Rewriting with `hv` puts `Complex.exp` into the diagonal entries, so the final `simp` needs neither the unknown name nor the conversion `Complex.exp_eq_exp_ℂ`, which is now used inside `hs`.
